# Averaging the dielectric head first raises the RPA integrand by at most half the directional variance

At one imaginary frequency, let $x_j\ge 0$ be the dielectric head minus one along direction $j$, and let the weights $w_j\ge 0$ sum to 1. With $f(x)=\ln(1+x)-x$, mean $m=\sum_j w_jx_j$ and variance $s=\sum_j w_j(x_j-m)^2$,

$$0\;\le\; f(m)-\sum_j w_j f(x_j)\;\le\; \frac{s}{2}.$$

Up to a positive prefactor, $f$ is the RPA correlation integrand of a head decoupled from the rest of the dielectric matrix. Since $f\le 0$ on this range, averaging the head before taking the logarithm never overestimates the magnitude of this integrand. It underestimates it as soon as two directions of positive weight have different heads.

## The Γ-point head in an RPA code

In a periodic RPA calculation, the long-wavelength limit of the dielectric matrix at imaginary frequency depends on the direction of approach to Γ. Its head is $\hat q\cdot\varepsilon\hat q$, with $\varepsilon$ a $3\times3$ tensor. A code that replaces this head by $\operatorname{tr}\varepsilon/3$ and then evaluates the logarithm can make an error when the head is anisotropic. Suppose that the head is treated as a scalar, decoupled from the rest of the dielectric matrix, and that the directions are weighted isotropically, so that $\operatorname{tr}\varepsilon/3$ is the mean head. The bound then gives the sign of that error and a ceiling computable from the directional heads and their weights.

The condition $x_j\ge0$ says that the electrons do not antiscreen a long-wavelength field in any sampled direction. The weights are the shares of the region around Γ assigned to the directions. In a non-cubic cell these shares need not be isotropic. The scalar bounds then still hold for the weighted mean head, but that mean can differ from $\operatorname{tr}\varepsilon/3$.

## Jensen's inequality with two quadratic terms

Add a quadratic term to the integrand:

$$g_k(x)=f(x)+\tfrac{k}{2}x^2,\qquad g_k'(x)=\frac1{1+x}-1+kx,\qquad g_k''(x)=k-\frac1{(1+x)^2}.$$

Let all $x_j$ lie in $[0,M]$. There $(1+M)^{-2}\le(1+x)^{-2}\le1$, so $g_k$ is convex for $k=1$ and concave for $k=(1+M)^{-2}$.

Write $\Delta=f(m)-\sum_j w_jf(x_j)$. Jensen's inequality for the convex function reads

$$f(m)+\tfrac12m^2\le\sum_j w_jf(x_j)+\tfrac12\sum_j w_jx_j^2 .$$

Because the weights sum to 1, $s=\sum_j w_jx_j^2-2m\cdot m+m^2=\sum_j w_jx_j^2-m^2$, and therefore $\Delta\le s/2$. The concave function gives the reverse inequality with its own $k$. Together,

$$\frac{s}{2(1+M)^2}\le\Delta\le\frac s2 .$$

The choice $M=\sum_jx_j$ is always admissible, and $s\ge0$ makes the left side nonnegative.

**Magnitudes.** From $\ln(1+x)\le x$ we have $|f|=-f$, so $\Delta\ge0$ becomes $|f(m)|\le\sum_jw_j|f(x_j)|$.

**Equality.** If $\Delta=0$, the lower bound forces $s=0$, so each term $w_j(x_j-m)^2$ vanishes and $x_j=m$ wherever $w_j>0$. Conversely, that condition gives $s=0$ and hence $\Delta=0$.

**Tensor form.** Let $\chi=\varepsilon-1$ satisfy $v\cdot\chi v\ge0$ for all $v$, and let unit vectors $q_j$ satisfy $\sum_jw_jq_{ja}q_{jb}=\delta_{ab}/3$. The trace of this condition gives $\sum_jw_j=1$. The mean head minus one is

$$m=\sum_{ab}\chi_{ab}\sum_jw_jq_{ja}q_{jb}=\frac{\operatorname{tr}\chi}{3},$$

so the bounds apply to the tensor averaged first.

**Two directions with weak anisotropy.** Take weights $1/2$ and $x=(0,t)$ with $t>0$. Then $m=t/2$, $s=t^2/4$ and

$$\Delta=\ln(1+t/2)-\tfrac12\ln(1+t)=\tfrac{t^2}{8}+O(t^3),$$

which is $s/2$ to leading order. No constant $c<1/2$ can therefore replace $1/2$. The same follows without an expansion: $\Delta\le cs$ and the lower bound with $M=t$ give $\tfrac12\le c(1+t)^2$ for every $t>0$, which fails for small $t$ if $c<\tfrac12$.

**Two directions with large heads.** When the heads are large, the ceiling $s/2$ can lie far above the error. For weights $1/2$ and $x=(9,11)$ it is $0.5$, while $\Delta=\tfrac12\ln(121/120)\approx0.004$.

## Lean source for the scalar and tensor bounds

```lean
import Mathlib

open Matrix

namespace AnisotropicDielectricHead

noncomputable section

variable {ι : Type*} [Fintype ι]

/-- The RPA correlation integrand `ln(1 + x) - x` of a dielectric head `1 + x`, for `x > -1`. -/
def rpaIntegrand (x : ℝ) : ℝ := Real.log (1 + x) - x

/-- The weighted mean of the directional heads (minus one), for weights summing to one. -/
def headMean (w x : ι → ℝ) : ℝ := ∑ j, w j * x j

/-- The weighted mean square deviation of the directional heads from their mean, for weights summing
to one. -/
def headVar (w x : ι → ℝ) : ℝ := ∑ j, w j * (x j - headMean w x) ^ 2

/-- The integrand of the averaged head minus the average of the directional integrands, for weights
summing to one. -/
def averagingGap (w x : ι → ℝ) : ℝ :=
  rpaIntegrand (headMean w x) - ∑ j, w j * rpaIntegrand (x j)

/-- First and second derivative, at `x ≥ 0`, of the RPA integrand with a quadratic term
`k x² / 2` added. -/
theorem hasDerivAt_rpaIntegrand_add_sq (k x : ℝ) (hx : 0 ≤ x) :
    HasDerivAt (fun y => rpaIntegrand y + k / 2 * (y * y)) (1 / (1 + x) - 1 + k * x) x ∧
    HasDerivAt (fun y => 1 / (1 + y) - 1 + k * y) (k - 1 / (1 + x) ^ 2) x := by
  have hne : 1 + x ≠ 0 := by positivity
  have hid := hasDerivAt_id' x
  constructor
  · have h := ((hid.const_add 1).log hne).fun_sub hid |>.fun_add
      ((hid.fun_mul hid).const_mul (k / 2))
    exact h.congr_deriv (by ring)
  · have h := (((hasDerivAt_const x (1 : ℝ)).fun_div (hid.const_add 1) hne).sub_const 1).fun_add
      (hid.const_mul k)
    exact h.congr_deriv (by ring)

/-- For weights summing to one, the variance is the mean square minus the squared mean. -/
theorem headVar_eq (w x : ι → ℝ) (hw1 : ∑ j, w j = 1) :
    headVar w x = ∑ j, w j * x j ^ 2 - headMean w x ^ 2 := by
  have h : headVar w x = ∑ j, w j * x j ^ 2 - 2 * headMean w x * ∑ j, w j * x j
      + headMean w x ^ 2 * ∑ j, w j := by
    rw [headVar, Finset.mul_sum, Finset.mul_sum, ← Finset.sum_sub_distrib,
      ← Finset.sum_add_distrib]
    exact Finset.sum_congr rfl fun j _ => by ring
  have hm : ∑ j, w j * x j = headMean w x := rfl
  rw [h, hw1, hm]
  ring

/-- If all heads minus one lie in `[0, M]` and the nonnegative weights sum to one, the averaging
gap lies between the variance over `2 (1 + M)²` and half the variance. -/
theorem averagingGap_two_sided (w x : ι → ℝ) (M : ℝ) (hw : ∀ j, 0 ≤ w j)
    (hw1 : ∑ j, w j = 1) (hx : ∀ j, x j ∈ Set.Icc 0 M) :
    headVar w x / (2 * (1 + M) ^ 2) ≤ averagingGap w x ∧
      averagingGap w x ≤ headVar w x / 2 := by
  obtain ⟨k, hk⟩ : ∃ k : ℝ, k = 1 / (1 + M) ^ 2 := ⟨_, rfl⟩
  have hI : ∀ y ∈ interior (Set.Icc 0 M), 0 ≤ y ∧ y ≤ M := by
    intro y hy
    have h : y ∈ Set.Icc 0 M := interior_subset hy
    exact ⟨h.1, h.2⟩
  -- adding `x² / 2` makes the integrand convex
  have hconv : ConvexOn ℝ (Set.Icc 0 M) (fun y => rpaIntegrand y + 1 / 2 * (y * y)) := by
    refine convexOn_of_hasDerivWithinAt2_nonneg (f' := fun y => 1 / (1 + y) - 1 + 1 * y)
      (f'' := fun y => 1 - 1 / (1 + y) ^ 2) (convex_Icc 0 M)
      (fun y hy =>
        (hasDerivAt_rpaIntegrand_add_sq 1 y hy.1).1.continuousAt.continuousWithinAt)
      (fun y hy => (hasDerivAt_rpaIntegrand_add_sq 1 y (hI y hy).1).1.hasDerivWithinAt)
      (fun y hy => (hasDerivAt_rpaIntegrand_add_sq 1 y (hI y hy).1).2.hasDerivWithinAt)
      (fun y hy => ?_)
    have h0 := (hI y hy).1
    have h1 : 1 / (1 + y) ^ 2 ≤ 1 := by
      rw [div_le_one (by positivity)]
      nlinarith
    exact sub_nonneg.2 h1
  -- adding only `k x² / 2` keeps it concave up to `M`
  have hconc : ConcaveOn ℝ (Set.Icc 0 M) (fun y => rpaIntegrand y + k / 2 * (y * y)) := by
    refine concaveOn_of_hasDerivWithinAt2_nonpos (f' := fun y => 1 / (1 + y) - 1 + k * y)
      (f'' := fun y => k - 1 / (1 + y) ^ 2) (convex_Icc 0 M)
      (fun y hy =>
        (hasDerivAt_rpaIntegrand_add_sq k y hy.1).1.continuousAt.continuousWithinAt)
      (fun y hy => (hasDerivAt_rpaIntegrand_add_sq k y (hI y hy).1).1.hasDerivWithinAt)
      (fun y hy => (hasDerivAt_rpaIntegrand_add_sq k y (hI y hy).1).2.hasDerivWithinAt)
      (fun y hy => ?_)
    obtain ⟨h0, hM⟩ := hI y hy
    have h1 : k ≤ 1 / (1 + y) ^ 2 := by
      rw [hk]
      exact one_div_le_one_div_of_le (by positivity)
        (pow_le_pow_left₀ (by linarith) (by linarith) 2)
    exact sub_nonpos.2 h1
  have split : ∀ c : ℝ, ∑ j, w j * (rpaIntegrand (x j) + c * (x j * x j)) =
      ∑ j, w j * rpaIntegrand (x j) + c * ∑ j, w j * x j ^ 2 := by
    intro c
    rw [Finset.mul_sum, ← Finset.sum_add_distrib]
    exact Finset.sum_congr rfl fun j _ => by ring
  -- Jensen's inequality for both functions
  have h1 := hconv.map_sum_le (t := Finset.univ) (w := w) (p := x)
    (fun j _ => hw j) hw1 (fun j _ => hx j)
  have h2 := hconc.le_map_sum (t := Finset.univ) (w := w) (p := x)
    (fun j _ => hw j) hw1 (fun j _ => hx j)
  simp only [smul_eq_mul, split] at h1 h2
  have hm : ∑ j, w j * x j = headMean w x := rfl
  rw [hm] at h1 h2
  have e : headVar w x / (2 * (1 + M) ^ 2) = k / 2 * headVar w x := by
    rw [hk]
    generalize (1 + M) ^ 2 = D
    ring
  rw [e, headVar_eq w x hw1, averagingGap]
  constructor
  · linarith
  · linarith

/-- For nonnegative heads minus one and nonnegative weights summing to one, the integrand of the
averaged head exceeds the averaged integrand by between zero and half the variance. -/
theorem averagingGap_bounds (w x : ι → ℝ) (hw : ∀ j, 0 ≤ w j) (hw1 : ∑ j, w j = 1)
    (hx : ∀ j, 0 ≤ x j) :
    0 ≤ averagingGap w x ∧ averagingGap w x ≤ headVar w x / 2 := by
  have h := averagingGap_two_sided w x (∑ j, x j) hw hw1 fun j =>
    ⟨hx j, Finset.single_le_sum (fun i _ => hx i) (Finset.mem_univ j)⟩
  have hv : 0 ≤ headVar w x :=
    Finset.sum_nonneg fun j _ => mul_nonneg (hw j) (sq_nonneg _)
  exact ⟨le_trans (div_nonneg hv (by positivity)) h.1, h.2⟩

/-- For nonnegative heads minus one and nonnegative weights summing to one, averaging the head
first does not overestimate the magnitude of the correlation integrand. -/
theorem abs_rpaIntegrand_mean_le (w x : ι → ℝ) (hw : ∀ j, 0 ≤ w j) (hw1 : ∑ j, w j = 1)
    (hx : ∀ j, 0 ≤ x j) :
    |rpaIntegrand (headMean w x)| ≤ ∑ j, w j * |rpaIntegrand (x j)| := by
  have hneg : ∀ y : ℝ, 0 ≤ y → rpaIntegrand y ≤ 0 := by
    intro y hy
    have h := Real.log_le_sub_one_of_pos (show 0 < 1 + y by positivity)
    unfold rpaIntegrand
    linarith
  have hm : 0 ≤ headMean w x := Finset.sum_nonneg fun j _ => mul_nonneg (hw j) (hx j)
  have hs : ∑ j, w j * |rpaIntegrand (x j)| = -∑ j, w j * rpaIntegrand (x j) := by
    rw [← Finset.sum_neg_distrib]
    exact Finset.sum_congr rfl fun j _ => by rw [abs_of_nonpos (hneg _ (hx j))]; ring
  have h := (averagingGap_bounds w x hw hw1 hx).1
  rw [averagingGap] at h
  rw [hs, abs_of_nonpos (hneg _ hm)]
  linarith

/-- For nonnegative heads minus one and nonnegative weights summing to one, the averaging gap
vanishes exactly when every direction of positive weight has the mean head. -/
theorem averagingGap_eq_zero_iff (w x : ι → ℝ) (hw : ∀ j, 0 ≤ w j) (hw1 : ∑ j, w j = 1)
    (hx : ∀ j, 0 ≤ x j) :
    averagingGap w x = 0 ↔ ∀ j, 0 < w j → x j = headMean w x := by
  have hterm : ∀ j ∈ Finset.univ, 0 ≤ w j * (x j - headMean w x) ^ 2 :=
    fun j _ => mul_nonneg (hw j) (sq_nonneg _)
  constructor
  · intro h j hj
    have hM : 0 ≤ ∑ j, x j := Finset.sum_nonneg fun j _ => hx j
    have hl := (averagingGap_two_sided w x (∑ j, x j) hw hw1 fun j =>
      ⟨hx j, Finset.single_le_sum (fun i _ => hx i) (Finset.mem_univ j)⟩).1
    rw [h, div_le_iff₀ (by positivity), zero_mul] at hl
    -- a vanishing variance has vanishing terms
    have hv : ∑ j, w j * (x j - headMean w x) ^ 2 = 0 :=
      le_antisymm hl (Finset.sum_nonneg hterm)
    have hz := (Finset.sum_eq_zero_iff_of_nonneg hterm).1 hv j (Finset.mem_univ j)
    have hsq := (mul_eq_zero.1 hz).resolve_left hj.ne'
    exact sub_eq_zero.1 (pow_eq_zero_iff (two_ne_zero) |>.1 hsq)
  · intro h
    have hv : headVar w x = 0 := by
      refine Finset.sum_eq_zero fun j _ => ?_
      rcases (hw j).eq_or_lt with h0 | h0
      · rw [← h0, zero_mul]
      · rw [h j h0, sub_self]
        ring
    have hb := averagingGap_bounds w x hw hw1 hx
    rw [hv] at hb
    linarith [hb.1, hb.2]

/-- A constant `c` that bounds the gap by `c` times the variance for all nonnegative heads minus
one in two equally weighted directions is at least `1/2`. -/
theorem half_optimal (c : ℝ)
    (hc : ∀ x : Fin 2 → ℝ, (∀ j, 0 ≤ x j) →
      averagingGap (fun _ => 1 / 2) x ≤ c * headVar (fun _ => 1 / 2) x) :
    1 / 2 ≤ c := by
  -- test on the values `0` and `t` of the head minus one
  have key : ∀ t : ℝ, 0 < t → 1 / 2 ≤ c * (1 + t) ^ 2 := by
    intro t ht
    have hx : ∀ j, (![0, t] : Fin 2 → ℝ) j ∈ Set.Icc 0 t := by
      intro j
      fin_cases j <;> simp [ht.le]
    have hv : headVar (fun _ => 1 / 2) (![0, t] : Fin 2 → ℝ) = t ^ 2 / 4 := by
      simp [headVar, headMean, Fin.sum_univ_two]
      ring
    have h := (averagingGap_two_sided (fun _ => 1 / 2) ![0, t] t (fun _ => by norm_num)
      (by norm_num [Fin.sum_univ_two]) hx).1.trans (hc _ fun j => (hx j).1)
    rw [hv, div_le_iff₀ (by positivity)] at h
    refine le_of_mul_le_mul_left ?_ (show 0 < t ^ 2 / 2 by positivity)
    linarith
  by_contra hlt
  have hlt' : c < 1 / 2 := not_le.1 hlt
  have hc0 : 0 < c := by linarith [key 1 one_pos]
  -- a small anisotropy contradicts `c < 1/2`
  obtain ⟨t, ht⟩ : ∃ t : ℝ, t = (1 / 2 - c) / 2 := ⟨_, rfl⟩
  have ht0 : 0 < t := by linarith
  have hsq : (1 + t) ^ 2 ≤ 1 + 3 * t := by nlinarith
  have h1 := mul_le_mul_of_nonneg_left hsq hc0.le
  have h2 := mul_lt_mul_of_pos_right hlt' ht0
  linarith [key t ht0]

/-- The quadratic form `q · χ q`. For `χ = ε - 1` and a unit vector `q` it is the head of `ε` along
`q`, minus one. -/
def directionalHead (χ : Matrix (Fin 3) (Fin 3) ℝ) (q : Fin 3 → ℝ) : ℝ := q ⬝ᵥ χ *ᵥ q

/-- A quadrature over unit directions with nonnegative weights whose second moment is
one third of the identity. -/
def IsIsotropic (w : ι → ℝ) (q : ι → Fin 3 → ℝ) : Prop :=
  (∀ j, 0 ≤ w j) ∧ (∀ j, q j ⬝ᵥ q j = 1) ∧
    ∀ a b, ∑ j, w j * q j a * q j b = if a = b then 1 / 3 else 0

/-- The three Cartesian axes with weights `1/3` form an isotropic quadrature. -/
theorem isIsotropic_witness :
    IsIsotropic (fun _ : Fin 3 => 1 / 3) (fun j a => if j = a then 1 else 0) := by
  refine ⟨fun _ => by norm_num, fun j => by simp [dotProduct], fun a b => ?_⟩
  fin_cases a <;> fin_cases b <;> simp

/-- For a tensor `χ = ε - 1` with nonnegative quadratic form and an isotropic quadrature, the
integrand at `tr χ / 3` exceeds the directional average by between zero and half the variance. -/
theorem tensor_average_bounds (χ : Matrix (Fin 3) (Fin 3) ℝ) (w : ι → ℝ) (q : ι → Fin 3 → ℝ)
    (hχ : ∀ v, 0 ≤ directionalHead χ v) (hq : IsIsotropic w q) :
    0 ≤ rpaIntegrand (χ.trace / 3) - ∑ j, w j * rpaIntegrand (directionalHead χ (q j)) ∧
      rpaIntegrand (χ.trace / 3) - ∑ j, w j * rpaIntegrand (directionalHead χ (q j)) ≤
        headVar w (fun j => directionalHead χ (q j)) / 2 := by
  obtain ⟨hw, hu, hiso⟩ := hq
  -- the trace of the second moment normalises the weights
  have hw1 : ∑ j, w j = 1 := by
    have h : ∑ j, w j = ∑ j, w j * q j 0 * q j 0 + ∑ j, w j * q j 1 * q j 1
        + ∑ j, w j * q j 2 * q j 2 := by
      rw [← Finset.sum_add_distrib, ← Finset.sum_add_distrib]
      refine Finset.sum_congr rfl fun j _ => ?_
      have hj := hu j
      simp only [dotProduct, Fin.sum_univ_three] at hj
      linear_combination (-w j) * hj
    rw [h, hiso, hiso, hiso]
    norm_num
  -- the mean head is a third of the trace
  have hm : headMean w (fun j => directionalHead χ (q j)) = χ.trace / 3 := by
    have h : headMean w (fun j => directionalHead χ (q j)) =
        ∑ a, ∑ b, χ a b * ∑ j, w j * q j a * q j b := by
      simp only [headMean, directionalHead, dotProduct, Matrix.mulVec, Fin.sum_univ_three,
        Finset.mul_sum, ← Finset.sum_add_distrib]
      exact Finset.sum_congr rfl fun j _ => by ring
    rw [h]
    simp only [hiso]
    simp [Fin.sum_univ_three, Matrix.trace]
    ring
  have h := averagingGap_bounds w (fun j => directionalHead χ (q j)) hw hw1 fun j => hχ (q j)
  rw [averagingGap, hm] at h
  exact h

end

end AnisotropicDielectricHead
```

```lean
#print axioms AnisotropicDielectricHead.abs_rpaIntegrand_mean_le
#print axioms AnisotropicDielectricHead.averagingGap_eq_zero_iff
#print axioms AnisotropicDielectricHead.half_optimal
#print axioms AnisotropicDielectricHead.tensor_average_bounds
```

```
'AnisotropicDielectricHead.abs_rpaIntegrand_mean_le' depends on axioms: [propext, Classical.choice, Quot.sound]
'AnisotropicDielectricHead.averagingGap_eq_zero_iff' depends on axioms: [propext, Classical.choice, Quot.sound]
'AnisotropicDielectricHead.half_optimal' depends on axioms: [propext, Classical.choice, Quot.sound]
'AnisotropicDielectricHead.tensor_average_bounds' depends on axioms: [propext, Classical.choice, Quot.sound]
```

## What the Lean statements say and how they are proved

The finite type `ι` labels the directions, and `w` and `x` are real functions on it. `rpaIntegrand` is $f$, without the frequency-integration prefactor; `headMean`, `headVar` and `averagingGap` are $m$, $s$ and $\Delta$. Despite their names, `headMean` and `directionalHead` return values of the head minus one. The letter `χ` is $\varepsilon-1$, not the density response function that often carries this symbol.

`averagingGap_bounds` is the opening result. It rests on `averagingGap_two_sided`, where `hconv` and `hconc` obtain convexity and concavity from the derivatives in `hasDerivAt_rpaIntegrand_add_sq`. The library forms of Jensen's inequality, `map_sum_le` and `le_map_sum`, are then applied. The step `split` separates the quadratic part of the sums, `headVar_eq` turns it into the variance, and `linarith` rearranges.

`abs_rpaIntegrand_mean_le` and `averagingGap_eq_zero_iff` are the statements on magnitudes and equality. `half_optimal` says that any constant valid for all nonnegative pairs with equal weights is at least $1/2$. Its proof inserts $t=(1/2-c)/2$ into the inequality `key` and reaches a contradiction without taking a limit.

`IsIsotropic` collects nonnegative weights, unit vectors and the second-moment condition. `isIsotropic_witness` shows that the three Cartesian axes with weights $1/3$ meet it. `tensor_average_bounds` derives the normalisation (`hw1`) and the mean (`hm`) as above, then applies the scalar bounds. Its hypothesis `hχ` requires a nonnegative quadratic form; symmetry of the tensor is not needed.

## From a scalar head to a correlation energy

The theorems guarantee the sign of the averaging error and bound its size for real heads not smaller than one, at one frequency and for a finite set of directions. For a real crystal, the isotropy of the weights has to be checked before the tensor form is used. The decoupling of the head is a further assumption: in the full dielectric matrix the wings link it to the local-field block, and the logarithm of the matrix mixes them.

The reference value is the quadrature sum, not the integral over the sphere. The second-moment condition fixes the mean head exactly, but it does not make the sum of logarithms accurate. With the three axes, a symmetric tensor with equal diagonal entries and nonzero off-diagonal ones shows zero gap although its head is anisotropic.

For an energy, the bound has to be integrated over imaginary frequency with the prefactor and Γ-region weight that the code uses. Floating-point rounding is a separate matter, and for small $x$ the difference $\ln(1+x)-x$ suffers from cancellation.
